# Jacobi vectors separate the kinetic energy of positive point masses without cross terms

## A drifting molecule

A molecule crosses a container while its atoms vibrate and rotate about one another. Its kinetic energy contains both the drift and the internal motion. For two atoms the division is familiar: one term has the total mass and the centre-of-mass velocity, the other the reduced mass and the relative velocity. With three or more atoms, velocities taken relative to one chosen atom generally produce products of different relative velocities. Jacobi's choice avoids them by measuring each body against the centre of mass of the bodies before it.

## The separated energy

Number the bodies \(0,\dots,n\), with masses \(m_i>0\) and velocities \(v_i\). For the first \(k\) bodies, with \(k\ge 1\), let
\[
M_k=\sum_{i<k}m_i,\qquad \bar v_k=\frac1{M_k}\sum_{i<k}m_iv_i .
\]
The Jacobi velocity of body \(k\) and its reduced mass are
\[
\tilde v_k=v_k-\bar v_k,\qquad \mu_k=\frac{M_km_k}{M_{k+1}} .
\]
Then
\[
\sum_{i=0}^{n}m_i\|v_i\|^2=M_{n+1}\|\bar v_{n+1}\|^2+\sum_{k=0}^{n-1}\mu_{k+1}\|\tilde v_{k+1}\|^2 .
\]
Both sides are twice the kinetic energy. The relative sum starts with body 1, since body 0 has no predecessors.

For a finite set of classical point particles, the relative sum is twice the kinetic energy left after the overall drift is removed. It still includes any rotation of the system as a whole, along with the vibrations.

## Two bodies first

Let \(B\) be a bilinear map, let \(a+b\ne0\), and let the pairs \((X,Y)\) and \((x,y)\) belong to masses \(a\) and \(b\). The centre-of-mass term is
\[
(a+b)\,B\!\left(\tfrac{aX+bx}{a+b},\tfrac{aY+by}{a+b}\right)
=\frac{a^2B(X,Y)+ab\,B(X,y)+ab\,B(x,Y)+b^2B(x,y)}{a+b},
\]
and the relative term is
\[
\frac{ab}{a+b}B(x-X,y-Y)=\frac{ab}{a+b}\bigl[B(x,y)-B(x,Y)-B(X,y)+B(X,Y)\bigr].
\]
In their sum the mixed terms cancel. The coefficient of \(B(X,Y)\) is \((a^2+ab)/(a+b)=a\), and that of \(B(x,y)\) is \((b^2+ab)/(a+b)=b\). The sum is therefore \(aB(X,Y)+bB(x,y)\). Symmetry of \(B\) was not used.

## Adding one body at a time

For sequences \(x_i,y_i\), define \(\bar x_k,\tilde x_k,\bar y_k,\tilde y_k\) as for velocities. The general claim is
\[
\sum_{i=0}^{n}m_iB(x_i,y_i)=M_{n+1}B(\bar x_{n+1},\bar y_{n+1})+\sum_{k=0}^{n-1}\mu_{k+1}B(\tilde x_{k+1},\tilde y_{k+1}).
\]
For \(n=0\), a single body is its own centre of mass and the relative sum is empty, so both sides equal \(m_0B(x_0,y_0)\).

Suppose the claim holds for \(n\), and add body \(n+1\). The old centre-of-mass term and the new body together give
\[
M_{n+1}B(\bar x_{n+1},\bar y_{n+1})+m_{n+1}B(x_{n+1},y_{n+1}).
\]
This is a two-body expression with \(a=M_{n+1}\) and \(b=m_{n+1}\). Since
\[
M_{n+2}=M_{n+1}+m_{n+1},\qquad
\bar x_{n+2}=\frac{M_{n+1}\bar x_{n+1}+m_{n+1}x_{n+1}}{M_{n+2}},
\]
and likewise for \(y\), it equals
\[
M_{n+2}B(\bar x_{n+2},\bar y_{n+2})+\mu_{n+1}B(\tilde x_{n+1},\tilde y_{n+1}),
\]
which completes the induction. Taking \(B\) to be the inner product and \(x=y=v\) gives the energy formula. Taking the cross product of positions and velocities separates the angular momentum about the origin.

## Common velocity and the product of masses

The centre-of-mass term accounts for the whole kinetic energy exactly when all velocities agree. Every \(\mu_{k+1}\) is positive, so a vanishing relative sum forces every \(\tilde v_{k+1}=0\). Then \(v_1=\bar v_1=v_0\), next \(v_2=\bar v_2=v_0\), and so on. Conversely, equal velocities make every Jacobi velocity zero.

The masses also satisfy
\[
M_{n+1}\prod_{k=0}^{n-1}\mu_{k+1}=\prod_{i=0}^{n}m_i .
\]
For \(n=0\) this reads \(M_1=m_0\). Each further body multiplies both sides by \(m_{n+1}\), because \(M_{n+2}\mu_{n+1}=M_{n+1}m_{n+1}\).

## Three bodies on a line

Take masses \(1,2,3\) and velocities \(3,0,5\) in consistent units. Directly, \(\sum m_iv_i^2=9+0+75=84\).

- Body 1 has \(\tilde v_1=0-3=-3\) and \(\mu_1=2/3\), contributing \(6\).
- The first two bodies have \(\bar v_2=1\), so \(\tilde v_2=4\) and \(\mu_2=3/2\), contributing \(24\).
- The whole system has \(M_3=6\) and \(\bar v_3=3\), contributing \(54\).

The total is again \(84\), and \(6\cdot\frac23\cdot\frac32=6=1\cdot2\cdot3\).

## Reading the Lean statements

Masses and vectors are sequences indexed by the natural numbers; only entries \(0,\dots,n\) enter the theorems, and `hm` makes those masses positive. The definitions `totalMass m k`, `com m v k`, `jacobiVec m v k` and `jacobiMass m k` are \(M_k\), \(\bar v_k\), \(\tilde v_k\) and \(\mu_k\). The type `E` in the energy theorems is any real inner-product space, while angular momentum uses `Fin 3 → ℝ`.

Positions and velocities are independent inputs, not linked by a time derivative. The theorems concern classical kinematic sums and contain no potential, equations of motion or quantum kinetic-energy operator.

```lean
import Mathlib

open Finset

namespace JacobiCoordinates

noncomputable section

/-- The total mass of the first `k` bodies (bodies are numbered from zero). -/
def totalMass (m : ℕ → ℝ) (k : ℕ) : ℝ := ∑ i ∈ range k, m i

/-- The mass-weighted mean of the vectors (positions or velocities) of the first `k` bodies. -/
def com {E : Type*} [AddCommGroup E] [Module ℝ E] (m : ℕ → ℝ) (x : ℕ → E) (k : ℕ) : E :=
  (totalMass m k)⁻¹ • ∑ i ∈ range k, m i • x i

/-- The Jacobi vector of body `k`: its vector relative to the centre of mass of the `k` bodies
that precede it. -/
def jacobiVec {E : Type*} [AddCommGroup E] [Module ℝ E] (m : ℕ → ℝ) (x : ℕ → E) (k : ℕ) : E :=
  x k - com m x k

/-- The reduced mass of body `k` and the cluster of the `k` bodies that precede it. -/
def jacobiMass (m : ℕ → ℝ) (k : ℕ) : ℝ := totalMass m k * m k / totalMass m (k + 1)

section Bilinear

variable {E F : Type*} [AddCommGroup E] [Module ℝ E] [AddCommGroup F] [Module ℝ F]

/-- Adding body `k` to the cluster adds its mass to the total mass. -/
theorem totalMass_succ (m : ℕ → ℝ) (k : ℕ) : totalMass m (k + 1) = totalMass m k + m k := by
  unfold totalMass
  exact Finset.sum_range_succ m k

/-- A non-empty cluster of bodies with positive masses has positive total mass. -/
theorem totalMass_pos {m : ℕ → ℝ} {n : ℕ} (hm : ∀ i ≤ n, 0 < m i) :
    0 < totalMass m (n + 1) := by
  unfold totalMass
  exact Finset.sum_pos (fun i hi => hm i (by have := Finset.mem_range.mp hi; omega))
    ⟨0, by simp⟩

/-- If the first `k` bodies share one common vector, their centre of mass has that vector. -/
theorem com_of_eq {m : ℕ → ℝ} {x : ℕ → E} {k : ℕ} {c : E} (hM : totalMass m k ≠ 0)
    (h : ∀ i < k, x i = c) : com m x k = c := by
  have e : ∑ i ∈ range k, m i • x i = totalMass m k • c := by
    rw [totalMass, Finset.sum_smul]
    exact Finset.sum_congr rfl fun i hi => by rw [h i (Finset.mem_range.mp hi)]
  rw [com, e, inv_smul_smul₀ hM]

/-- The new centre of mass after adding body `k` is the two-body centre of mass of that body and
the preceding cluster. -/
theorem com_succ (m : ℕ → ℝ) (x : ℕ → E) {k : ℕ} (hM : totalMass m k ≠ 0) :
    com m x (k + 1) =
      (totalMass m k + m k)⁻¹ • (totalMass m k • com m x k + m k • x k) := by
  have e : totalMass m k • com m x k = ∑ i ∈ range k, m i • x i := by
    unfold com
    exact smul_inv_smul₀ hM _
  rw [e, com, totalMass_succ, Finset.sum_range_succ]

/-- Two-body separation: a mass-weighted bilinear quantity of two bodies splits into a
centre-of-mass part and a relative part carrying the reduced mass. -/
theorem two_body_separation (B : E →ₗ[ℝ] E →ₗ[ℝ] F) {a b : ℝ} (hab : a + b ≠ 0)
    (X x Y y : E) :
    a • B X Y + b • B x y =
      (a + b) • B ((a + b)⁻¹ • (a • X + b • x)) ((a + b)⁻¹ • (a • Y + b • y))
        + (a * b / (a + b)) • B (x - X) (y - Y) := by
  simp only [map_add, map_sub, map_smul, LinearMap.add_apply, LinearMap.sub_apply,
    LinearMap.smul_apply]
  match_scalars <;> field_simp <;> ring

/-- Jacobi separation of any mass-weighted bilinear quantity of `n + 1` bodies into a
centre-of-mass term and `n` relative terms, without cross terms. -/
theorem bilinear_separation (B : E →ₗ[ℝ] E →ₗ[ℝ] F) (m : ℕ → ℝ) (x y : ℕ → E) (n : ℕ)
    (hm : ∀ i ≤ n, 0 < m i) :
    ∑ i ∈ range (n + 1), m i • B (x i) (y i) =
      totalMass m (n + 1) • B (com m x (n + 1)) (com m y (n + 1))
        + ∑ k ∈ range n,
            jacobiMass m (k + 1) • B (jacobiVec m x (k + 1)) (jacobiVec m y (k + 1)) := by
  induction n with
  | zero =>
    -- a single body is its own centre of mass
    have hM : totalMass m 1 ≠ 0 := (totalMass_pos (n := 0) hm).ne'
    have hx : com m x 1 = x 0 := com_of_eq hM fun i hi => by
      rw [Nat.lt_one_iff.mp hi]
    have hy : com m y 1 = y 0 := com_of_eq hM fun i hi => by
      rw [Nat.lt_one_iff.mp hi]
    simp [hx, hy, totalMass]
  | succ n ih =>
    have hM : 0 < totalMass m (n + 1) := totalMass_pos fun i hi => hm i (by omega)
    have hb : 0 < m (n + 1) := hm (n + 1) le_rfl
    -- the cluster and the new body form a two-body problem
    have step := two_body_separation B (add_pos hM hb).ne'
      (com m x (n + 1)) (x (n + 1)) (com m y (n + 1)) (y (n + 1))
    rw [← com_succ m x hM.ne', ← com_succ m y hM.ne', ← totalMass_succ] at step
    rw [Finset.sum_range_succ, ih fun i hi => hm i (by omega), Finset.sum_range_succ]
    simp only [jacobiMass, jacobiVec]
    linear_combination (norm := module) step

end Bilinear

section Kinetic

variable {E : Type*} [NormedAddCommGroup E] [InnerProductSpace ℝ E]

/-- Twice the kinetic energy of `n + 1` bodies is the centre-of-mass term plus one term for each
Jacobi velocity, weighted by its reduced mass. -/
theorem kinetic_energy_separation (m : ℕ → ℝ) (v : ℕ → E) (n : ℕ) (hm : ∀ i ≤ n, 0 < m i) :
    ∑ i ∈ range (n + 1), m i * ‖v i‖ ^ 2 =
      totalMass m (n + 1) * ‖com m v (n + 1)‖ ^ 2
        + ∑ k ∈ range n, jacobiMass m (k + 1) * ‖jacobiVec m v (k + 1)‖ ^ 2 := by
  have h := bilinear_separation (innerₗ E) m v v n hm
  have e : ∀ u : E, innerₗ E u u = ‖u‖ ^ 2 := fun u => real_inner_self_eq_norm_sq u
  simpa only [e, smul_eq_mul] using h

/-- The centre-of-mass term accounts for the whole kinetic energy exactly when all bodies move
with the same velocity. -/
theorem kinetic_energy_eq_com_iff (m : ℕ → ℝ) (v : ℕ → E) (n : ℕ) (hm : ∀ i ≤ n, 0 < m i) :
    ∑ i ∈ range (n + 1), m i * ‖v i‖ ^ 2 = totalMass m (n + 1) * ‖com m v (n + 1)‖ ^ 2 ↔
      ∀ i ≤ n, v i = v 0 := by
  have hM : ∀ k ≤ n, 0 < totalMass m (k + 1) := fun k hk =>
    totalMass_pos fun i hi => hm i (by omega)
  have hμ : ∀ k < n, 0 < jacobiMass m (k + 1) := fun k hk => by
    unfold jacobiMass
    exact div_pos (mul_pos (hM k (by omega)) (hm (k + 1) (by omega))) (hM (k + 1) (by omega))
  rw [kinetic_energy_separation m v n hm]
  constructor
  · intro h
    have hz : ∑ k ∈ range n, jacobiMass m (k + 1) * ‖jacobiVec m v (k + 1)‖ ^ 2 = 0 := by
      linarith
    -- a vanishing sum of non-negative terms forces every Jacobi velocity to vanish
    rw [Finset.sum_eq_zero_iff_of_nonneg fun k hk =>
      mul_nonneg (hμ k (Finset.mem_range.mp hk)).le (sq_nonneg _)] at hz
    intro i
    induction i using Nat.strong_induction_on with
    | _ i ih =>
      intro hi
      cases i with
      | zero => rfl
      | succ k =>
        have h1 := hz k (Finset.mem_range.mpr (by omega))
        have h2 : jacobiVec m v (k + 1) = 0 := by
          simpa [(hμ k (by omega)).ne'] using h1
        rw [jacobiVec, sub_eq_zero] at h2
        rw [h2]
        exact com_of_eq (hM k (by omega)).ne' fun j hj => ih j (by omega) (by omega)
  · intro h
    have hz : ∑ k ∈ range n, jacobiMass m (k + 1) * ‖jacobiVec m v (k + 1)‖ ^ 2 = 0 :=
      Finset.sum_eq_zero fun k hk => by
        have hk' := Finset.mem_range.mp hk
        have hc : com m v (k + 1) = v 0 :=
          com_of_eq (hM k (by omega)).ne' fun j hj => h j (by omega)
        rw [jacobiVec, hc, h (k + 1) (by omega)]
        simp
    rw [hz, add_zero]

end Kinetic

/-- The total angular momentum of `n + 1` bodies with positions `r` and velocities `v` is that of
the centre of mass plus one term for each later body, from its own Jacobi position and velocity. -/
theorem angular_momentum_separation (m : ℕ → ℝ) (r v : ℕ → Fin 3 → ℝ) (n : ℕ)
    (hm : ∀ i ≤ n, 0 < m i) :
    ∑ i ∈ range (n + 1), m i • crossProduct (r i) (v i) =
      totalMass m (n + 1) • crossProduct (com m r (n + 1)) (com m v (n + 1))
        + ∑ k ∈ range n, jacobiMass m (k + 1) •
            crossProduct (jacobiVec m r (k + 1)) (jacobiVec m v (k + 1)) :=
  bilinear_separation crossProduct m r v n hm

/-- The total mass times the product of all Jacobi reduced masses equals the product of the
masses of the bodies. -/
theorem mass_product (m : ℕ → ℝ) (n : ℕ) (hm : ∀ i ≤ n, 0 < m i) :
    totalMass m (n + 1) * ∏ k ∈ range n, jacobiMass m (k + 1) = ∏ i ∈ range (n + 1), m i := by
  induction n with
  | zero => simp [totalMass]
  | succ n ih =>
    have hM : totalMass m (n + 1 + 1) ≠ 0 := (totalMass_pos hm).ne'
    -- the reduced mass trades the new total mass for the old one
    have e : totalMass m (n + 1 + 1) * jacobiMass m (n + 1)
        = totalMass m (n + 1) * m (n + 1) := by
      unfold jacobiMass
      field_simp
    rw [Finset.prod_range_succ, Finset.prod_range_succ m (n + 1),
      ← ih fun i hi => hm i (by omega)]
    linear_combination (∏ k ∈ range n, jacobiMass m (k + 1)) * e

end

end JacobiCoordinates
```

```lean
#print axioms JacobiCoordinates.kinetic_energy_separation
#print axioms JacobiCoordinates.kinetic_energy_eq_com_iff
#print axioms JacobiCoordinates.angular_momentum_separation
#print axioms JacobiCoordinates.mass_product
```

```
'JacobiCoordinates.kinetic_energy_separation' depends on axioms: [propext, Classical.choice, Quot.sound]
'JacobiCoordinates.kinetic_energy_eq_com_iff' depends on axioms: [propext, Classical.choice, Quot.sound]
'JacobiCoordinates.angular_momentum_separation' depends on axioms: [propext, Classical.choice, Quot.sound]
'JacobiCoordinates.mass_product' depends on axioms: [propext, Classical.choice, Quot.sound]
```

## How the proof follows the derivation

`totalMass_succ` and `com_succ` are the update rules for adding a body. `totalMass_pos` supplies the non-zero denominators, and `com_of_eq` says that bodies sharing one vector have that vector as their mean.

In `two_body_separation`, `simp only` expands the bilinear map, `match_scalars` compares the coefficients of the four resulting values of \(B\), and `field_simp` with `ring` checks the fractions. `bilinear_separation` is the induction: `step` is the two-body identity for the old cluster and the new body, `rw` inserts the induction hypothesis, and `linear_combination` closes the remaining goal with `step`.

`kinetic_energy_separation` inserts the inner product as `innerₗ E`, and `angular_momentum_separation` inserts `crossProduct`. In `kinetic_energy_eq_com_iff`, a zero sum of non-negative terms makes each term zero; strong induction then provides equality for all predecessors, so that `com_of_eq` applies to the next body. In `mass_product`, the equation `e` is the exchange \(M_{n+2}\mu_{n+1}=M_{n+1}m_{n+1}\), and `linear_combination` multiplies it by the product of the earlier reduced masses.
